# Landé scaling of a semiclassical spin–orbit constant from two Coulomb integrals

Take a Coulomb field of charge $1$ at effective quantum number $2$, with angular momentum $0<L<2$. In atomic units the radial momentum $k$ satisfies

$$k^2=-\tfrac14+\tfrac2r-\tfrac{L^2}{r^2}=\frac{w^2-(r-4)^2}{4r^2},\qquad w^2=16-4L^2 .$$

Between the turning points $4\pm w$, substitute $r=4+w\sin\theta$:

$$\int\frac{dr}{k}=\int\frac{2r\,dr}{\sqrt{w^2-(r-4)^2}}=\int_{-\pi/2}^{\pi/2}2(4+w\sin\theta)\,d\theta=8\pi .$$

The angular momentum enters only through the half-width $w$, and the term containing $w$ is odd and integrates to zero. The same cancellation in the variable $1/r$ removes the quantum number from the integral of $1/(r^3k)$.

```lean
import Mathlib

open Real Set MeasureTheory intervalIntegral

namespace LandeSpinOrbitScaling

noncomputable section
```

## The Kepler orbit and the spin–orbit model

For charge $Z$, effective quantum number $n$ and energy $-Z^2/(2n^2)$, the squared radial momentum is

$$k^2(r)=-\frac{Z^2}{n^2}+\frac{2Z}{r}-\frac{L^2}{r^2}.$$

All parameters are real numbers, so $n$ may contain a quantum defect and $L$ may be $l+\tfrac12$, with $l$ the orbital quantum number.

```lean
/-- Squared radial momentum in atomic units, for charge `Z`, effective quantum number `n`
and angular momentum `L`. -/
def radialKinetic (Z n L r : ℝ) : ℝ := -Z ^ 2 / n ^ 2 + 2 * Z / r - L ^ 2 / r ^ 2
```

The momentum is the nonnegative root.

```lean
/-- The semiclassical radial momentum `k(r)`. -/
def radialMomentum (Z n L r : ℝ) : ℝ := √(radialKinetic Z n L r)
```

The eccentricity is $e=\sqrt{1-L^2/n^2}$.

```lean
/-- Eccentricity of the Kepler orbit. -/
def ecc (n L : ℝ) : ℝ := √(1 - L ^ 2 / n ^ 2)
```

With $a=n^2/Z$, the inner turning point is $a(1-e)$,

```lean
/-- Inner turning point. -/
def rInner (Z n L : ℝ) : ℝ := n ^ 2 / Z - n ^ 2 / Z * ecc n L
```

and the outer one is $a(1+e)$.

```lean
/-- Outer turning point. -/
def rOuter (Z n L : ℝ) : ℝ := n ^ 2 / Z + n ^ 2 / Z * ecc n L
```

Up to a constant factor, the integrand of the opening calculation has the form $x/\sqrt{w^2-(x-m)^2}$ with centre $m$ and half-width $w>0$. An antiderivative is

$$A_{m,w}(x)=m\arcsin\frac{x-m}{w}-\sqrt{w^2-(x-m)^2}.$$

```lean
/-- Antiderivative of `x / √(w² - (x - m)²)`. -/
def arch (m w x : ℝ) : ℝ := m * Real.arcsin ((x - m) / w) - √(w ^ 2 - (x - m) ^ 2)
```

A valence electron in a heavy atom sees a large charge $Z_i$ near the nucleus and a smaller charge $Z_a$ outside the core. For an electron with potential energy $-Z_i/r$ the spin–orbit coupling is $\tfrac{\alpha^2}{2}(Z_i/r^3)\,\mathbf l\cdot\mathbf s$, where $\alpha$ is the fine-structure constant and $\mathbf l$, $\mathbf s$ are the orbital and spin angular momenta in units of $\hbar$. The semiclassical radial density, averaged over its oscillations, is proportional to $1/k$. The spin–orbit constant $\zeta$ is the averaged coefficient of $\mathbf l\cdot\mathbf s$. Weighting this coefficient with the inner density and normalising with the outer one gives

$$\zeta=\frac{\alpha^2}{2}\,\frac{\displaystyle\int Z_i/(r^3k_i)\,dr}{\displaystyle\int dr/k_a}.$$

Here $k_i$ belongs to $Z_i$ and an inner quantum number $\nu$, and $k_a$ to $Z_a$ and $n$; both share the same $L$. This quotient is a definition: it is not derived from the Dirac or Schrödinger equation. Each integral runs over the complete orbit in its own field, on the idea that the coupling is concentrated near the nucleus and the normalisation far from it.

```lean
/-- Semiclassical spin-orbit constant: the integral of `Zi / (r³ k)` over the whole orbit in the
inner field (charge `Zi`, effective quantum number `ν`), normalized by the integral of `1 / k` in
the outer field (charge `Za`, effective quantum number `n`), times `α² / 2`. -/
def spinOrbitConstant (α Zi ν Za n L : ℝ) : ℝ :=
  α ^ 2 / 2 * (Zi * ∫ r in (rInner Zi ν L)..(rOuter Zi ν L),
      1 / (r ^ 3 * radialMomentum Zi ν L r)) /
    ∫ r in (rInner Za n L)..(rOuter Za n L), 1 / radialMomentum Za n L r
```

## An integral that forgets its width

For $m-w<x<m+w$ the radicand is positive. The arcsine term of $A_{m,w}$ has derivative $m/\sqrt{w^2-(x-m)^2}$, and the subtracted root contributes $(x-m)/\sqrt{w^2-(x-m)^2}$. Their sum is $x/\sqrt{w^2-(x-m)^2}$. In the proof, `key` rewrites the root produced by the arcsine as the common root divided by $w$.

```lean
/-- Inside the interval of half-width `w` around `m` the radicand is positive, and `arch`
has derivative `x / √(w² - (x - m)²)`. -/
theorem arch_hasDerivAt {m w x : ℝ} (hw : 0 < w) (h1 : m - w < x) (h2 : x < m + w) :
    0 < √(w ^ 2 - (x - m) ^ 2) ∧
      HasDerivAt (arch m w) (x / √(w ^ 2 - (x - m) ^ 2)) x := by
  have hS : 0 < w ^ 2 - (x - m) ^ 2 := by
    nlinarith [mul_pos (sub_pos.2 h1) (sub_pos.2 h2)]
  have hs0 := Real.sqrt_pos.2 hS
  refine ⟨hs0, ?_⟩
  have hu : HasDerivAt (fun y : ℝ => (y - m) / w) (1 / w) x :=
    ((hasDerivAt_id' x).sub_const m).div_const w
  have n1 : (x - m) / w ≠ -1 := by
    intro h
    rw [div_eq_iff hw.ne'] at h
    linarith
  have n2 : (x - m) / w ≠ 1 := by
    intro h
    rw [div_eq_iff hw.ne'] at h
    linarith
  have ha : HasDerivAt (fun y : ℝ => Real.arcsin ((y - m) / w))
      (1 / √(1 - ((x - m) / w) ^ 2) * (1 / w)) x := by
    have h := HasDerivAt.comp (h₂ := Real.arcsin) x (Real.hasDerivAt_arcsin n1 n2) hu
    exact h
  have hq : HasDerivAt (fun y : ℝ => w ^ 2 - (y - m) ^ 2) (-(2 * (x - m))) x := by
    refine ((((hasDerivAt_id' x).sub_const m).fun_pow 2).const_sub (w ^ 2)).congr_deriv ?_
    norm_num
  have hs : HasDerivAt (fun y : ℝ => √(w ^ 2 - (y - m) ^ 2))
      (-(2 * (x - m)) / (2 * √(w ^ 2 - (x - m) ^ 2))) x := hq.sqrt hS.ne'
  have key : √(1 - ((x - m) / w) ^ 2) = √(w ^ 2 - (x - m) ^ 2) / w := by
    rw [show 1 - ((x - m) / w) ^ 2 = (w ^ 2 - (x - m) ^ 2) / w ^ 2 by field_simp,
      Real.sqrt_div hS.le, Real.sqrt_sq hw.le]
  rw [key] at ha
  refine HasDerivAt.congr_deriv (f := arch m w) ((ha.const_mul m).fun_sub hs) ?_
  generalize √(w ^ 2 - (x - m) ^ 2) = s at hs0 ⊢
  field_simp
  ring
```

At $x=m\pm w$ the root vanishes and the arcsine is $\pm\pi/2$, so $A_{m,w}$ rises by $\pi m$ across the interval, whatever $w$ is.

```lean
/-- `arch` is continuous and takes the values `± m π / 2` at the ends of the interval. -/
theorem arch_ends {m w : ℝ} (hw : 0 < w) : Continuous (arch m w) ∧
    arch m w (m + w) = m * (π / 2) ∧ arch m w (m - w) = -(m * (π / 2)) := by
  refine ⟨?_, ?_, ?_⟩
  · have h0 : Continuous fun x : ℝ => (x - m) / w := by fun_prop
    have h2 : Continuous fun x : ℝ => w ^ 2 - (x - m) ^ 2 := by fun_prop
    exact (continuous_const.mul (Real.continuous_arcsin.comp h0)).sub h2.sqrt
  · unfold arch
    rw [show m + w - m = w by ring, div_self hw.ne', sub_self, Real.arcsin_one,
      Real.sqrt_zero, sub_zero]
  · unfold arch
    rw [show m - w - m = -w by ring, neg_div, div_self hw.ne', neg_sq, sub_self,
      Real.arcsin_neg_one, Real.sqrt_zero]
    ring
```

The integrand diverges at one or both ends, so convergence needs an argument. If $F'=f\ge0$ inside $(a,b)$ and $F$ is continuous on $[a,b]$, the integral of $f$ over any interior subinterval is at most $F(b)-F(a)$. Hence $f$ is integrable, and the fundamental theorem of calculus gives $\int_a^b f=F(b)-F(a)$. (In this lemma $a$ and $b$ are just endpoints.)

```lean
/-- A nonnegative function with an antiderivative continuous up to the endpoints is
integrable, and its integral is the difference of the endpoint values. -/
theorem integral_of_antideriv {a b : ℝ} {F f : ℝ → ℝ} (hab : a ≤ b)
    (hc : ContinuousOn F (Icc a b)) (hd : ∀ x ∈ Ioo a b, HasDerivAt F (f x) x)
    (h0 : ∀ x ∈ Ioo a b, 0 ≤ f x) :
    IntervalIntegrable f volume a b ∧ ∫ x in a..b, f x = F b - F a := by
  have hi : IntervalIntegrable f volume a b :=
    (intervalIntegrable_iff_integrableOn_Ioc_of_le hab).2
      (integrableOn_deriv_of_nonneg hc hd h0)
  exact ⟨hi, integral_eq_sub_of_hasDerivAt_of_le hab hc hd hi⟩
```

## Two quadratic forms of the momentum

From $0<L<n$ it follows that $0<e<1$ and $n^2(1-e^2)=L^2$, so the turning points are positive and distinct. Put $b=Z/L^2$. Then

$$a(1\mp e)\,b(1\pm e)=\frac{n^2}{L^2}(1-e^2)=1,$$

so the reciprocals of the turning points are $b(1\pm e)$, with the inner point giving the larger value. The proof isolates this product as `hprod`.

```lean
/-- The eccentricity is positive and satisfies `n² (1 - e²) = L²`; the turning points are
positive and ordered, and their reciprocals are `(Z / L²) (1 ± e)`. -/
theorem orbit_geometry {Z n L : ℝ} (hZ : 0 < Z) (hL : 0 < L) (hn : L < n) :
    0 < ecc n L ∧ n ^ 2 * (1 - ecc n L ^ 2) = L ^ 2 ∧
    0 < rInner Z n L ∧ rInner Z n L < rOuter Z n L ∧
    (rInner Z n L)⁻¹ = Z / L ^ 2 + Z / L ^ 2 * ecc n L ∧
    (rOuter Z n L)⁻¹ = Z / L ^ 2 - Z / L ^ 2 * ecc n L := by
  have hn0 : 0 < n := hL.trans hn
  have hq : 0 < L ^ 2 / n ^ 2 := by positivity
  have h : 0 < 1 - L ^ 2 / n ^ 2 := by
    rw [sub_pos, div_lt_one (by positivity)]
    nlinarith
  have he0 : 0 < ecc n L := Real.sqrt_pos.2 h
  have hsq : ecc n L ^ 2 = 1 - L ^ 2 / n ^ 2 := Real.sq_sqrt h.le
  have he1 : ecc n L < 1 := by nlinarith
  have he : n ^ 2 * (1 - ecc n L ^ 2) = L ^ 2 := by
    rw [hsq, sub_sub_cancel]
    field_simp
  have hc : 0 < n ^ 2 / Z := by positivity
  unfold rInner rOuter
  generalize ecc n L = e at he0 he1 he ⊢
  have hprod : n ^ 2 / Z * (Z / L ^ 2) * (1 - e ^ 2) = 1 := by
    have h3 : n ^ 2 / Z * (Z / L ^ 2) * (1 - e ^ 2) = n ^ 2 * (1 - e ^ 2) / L ^ 2 := by
      field_simp
    rw [h3, he, div_self (by positivity)]
  refine ⟨he0, he, by nlinarith, by nlinarith [mul_pos hc he0], ?_, ?_⟩
  · exact inv_eq_of_mul_eq_one_right (by linear_combination hprod)
  · exact inv_eq_of_mul_eq_one_right (by linear_combination hprod)
```

Completing the square in $r$, and then in $1/r$, gives

$$k^2=\frac{Z^2}{n^2r^2}\left[(ae)^2-(r-a)^2\right]=L^2\left[(be)^2-\left(\tfrac1r-b\right)^2\right].$$

Expanding the first bracket leaves the constant $-a^2(1-e^2)$, which becomes $-L^2/r^2$. Expanding the second leaves $-L^2b^2(1-e^2)=-Z^2/n^2$. Both steps use $n^2(1-e^2)=L^2$, the hypothesis `he`.

```lean
/-- The squared radial momentum written as a quadratic arch in `r` and as one in `1 / r`. -/
theorem radialKinetic_eq {Z n L e r : ℝ} (hZ : 0 < Z) (hL : 0 < L) (hn : 0 < n)
    (hr : 0 < r) (he : n ^ 2 * (1 - e ^ 2) = L ^ 2) :
    radialKinetic Z n L r =
      (Z / (n * r)) ^ 2 * ((n ^ 2 / Z * e) ^ 2 - (r - n ^ 2 / Z) ^ 2) ∧
    radialKinetic Z n L r =
      L ^ 2 * ((Z / L ^ 2 * e) ^ 2 - (r⁻¹ - Z / L ^ 2) ^ 2) := by
  unfold radialKinetic
  constructor
  · rw [← he]
    field_simp
    ring
  · have h : Z ^ 2 / n ^ 2 = Z ^ 2 * (1 - e ^ 2) / L ^ 2 := by
      rw [div_eq_div_iff (by positivity) (by positivity)]
      linear_combination (-Z ^ 2) * he
    rw [neg_div, h]
    field_simp
    ring
```

In the first form the prefactor is positive for $r>0$, so $k^2>0$ exactly when $|r-a|<ae$, that is, strictly between the turning points.

```lean
/-- The squared radial momentum is positive exactly between the two turning points. -/
theorem classically_allowed_iff {Z n L r : ℝ} (hZ : 0 < Z) (hL : 0 < L) (hn : L < n)
    (hr : 0 < r) :
    0 < radialKinetic Z n L r ↔ rInner Z n L < r ∧ r < rOuter Z n L := by
  obtain ⟨he0, he, -⟩ := orbit_geometry hZ hL hn
  have hn0 : 0 < n := hL.trans hn
  have hw : 0 < n ^ 2 / Z * ecc n L := by positivity
  rw [(radialKinetic_eq hZ hL hn0 hr he).1, mul_pos_iff_of_pos_left (by positivity)]
  unfold rInner rOuter
  constructor
  · intro h
    have h' := abs_lt.1 (abs_lt_of_sq_lt_sq (sub_pos.1 h) hw.le)
    exact ⟨by linarith [h'.1], by linarith [h'.2]⟩
  · rintro ⟨h1, h2⟩
    nlinarith [mul_pos (sub_pos.2 h1) (sub_pos.2 h2)]
```

## The two radial integrals

The first form gives

$$\frac1k=\frac nZ\,\frac{r}{\sqrt{(ae)^2-(r-a)^2}},\qquad \int\frac{dr}{k}=\frac nZ\,\pi a=\frac{\pi n^3}{Z^2}.$$

The theorem states integrability and the value as separate conclusions. Its proof supplies $\tfrac nZA_{a,ae}(r)$ as the antiderivative, extracts the prefactor from the square root to check the derivative, and inserts the end values.

```lean
/-- The integral of `1 / k` between the turning points converges and equals `π n³ / Z²`, for every
angular momentum `0 < L < n`. -/
theorem integral_inv_momentum {Z n L : ℝ} (hZ : 0 < Z) (hL : 0 < L) (hn : L < n) :
    IntervalIntegrable (fun r => 1 / radialMomentum Z n L r) volume
      (rInner Z n L) (rOuter Z n L) ∧
    ∫ r in (rInner Z n L)..(rOuter Z n L), 1 / radialMomentum Z n L r
      = π * n ^ 3 / Z ^ 2 := by
  obtain ⟨he0, he, hi, hio, -, -⟩ := orbit_geometry hZ hL hn
  have hn0 : 0 < n := hL.trans hn
  have hw : 0 < n ^ 2 / Z * ecc n L := by positivity
  obtain ⟨hc, hR, hl⟩ := arch_ends (m := n ^ 2 / Z) hw
  have h := integral_of_antideriv (f := fun r => 1 / radialMomentum Z n L r)
    (F := fun r => n / Z * arch (n ^ 2 / Z) (n ^ 2 / Z * ecc n L) r) hio.le
    (continuous_const.mul hc).continuousOn
    (by
      intro r hr
      have hr0 : 0 < r := hi.trans hr.1
      obtain ⟨hs, hd⟩ := arch_hasDerivAt hw hr.1 hr.2
      refine (hd.const_mul (n / Z)).congr_deriv ?_
      -- pull the positive prefactor out of the square root
      simp only [radialMomentum]
      rw [(radialKinetic_eq hZ hL hn0 hr0 he).1, Real.sqrt_mul (sq_nonneg _),
        Real.sqrt_sq (by positivity)]
      generalize √((n ^ 2 / Z * ecc n L) ^ 2 - (r - n ^ 2 / Z) ^ 2) = s at hs ⊢
      field_simp)
    (fun r _ => one_div_nonneg.2 (Real.sqrt_nonneg _))
  refine ⟨h.1, h.2.trans ?_⟩
  simp only [rInner, rOuter]
  rw [hR, hl]
  field_simp
  ring
```

For the second integral set $u=1/r$, so that $dr=-du/u^2$. The limits exchange, which absorbs the sign:

$$\int\frac{dr}{r^3k}=\frac1L\int_{b(1-e)}^{b(1+e)}\frac{u\,du}{\sqrt{(be)^2-(u-b)^2}}=\frac{\pi b}{L}=\frac{\pi Z}{L^3}.$$

Lean does not change variables in the integral. It differentiates $-\tfrac1LA_{b,be}(1/r)$ by the chain rule and applies the same integration lemma.

```lean
/-- The integral of `1 / (r³ k)` between the turning points converges and equals `π Z / L³`, for
every effective quantum number `n > L`, where `L > 0`. -/
theorem integral_inv_cube_momentum {Z n L : ℝ} (hZ : 0 < Z) (hL : 0 < L) (hn : L < n) :
    IntervalIntegrable (fun r => 1 / (r ^ 3 * radialMomentum Z n L r)) volume
      (rInner Z n L) (rOuter Z n L) ∧
    ∫ r in (rInner Z n L)..(rOuter Z n L), 1 / (r ^ 3 * radialMomentum Z n L r)
      = π * Z / L ^ 3 := by
  obtain ⟨he0, he, hi, hio, hii, hoi⟩ := orbit_geometry hZ hL hn
  have hn0 : 0 < n := hL.trans hn
  have hw : 0 < Z / L ^ 2 * ecc n L := by positivity
  obtain ⟨hc, hR, hl⟩ := arch_ends (m := Z / L ^ 2) hw
  have hinv : ContinuousOn (fun r : ℝ => r⁻¹) (Icc (rInner Z n L) (rOuter Z n L)) :=
    continuousOn_id.inv₀ (fun r hr => (hi.trans_le hr.1).ne')
  have h := integral_of_antideriv (f := fun r => 1 / (r ^ 3 * radialMomentum Z n L r))
    (F := fun r => -(1 / L) * arch (Z / L ^ 2) (Z / L ^ 2 * ecc n L) r⁻¹) hio.le
    (continuousOn_const.mul (hc.comp_continuousOn hinv))
    (by
      intro r hr
      have hr0 : 0 < r := hi.trans hr.1
      -- in the variable 1 / r the turning points exchange their roles
      have h1 := (inv_lt_inv₀ (hi.trans hio) hr0).2 hr.2
      have h2 := (inv_lt_inv₀ hr0 hi).2 hr.1
      rw [hoi] at h1
      rw [hii] at h2
      obtain ⟨hs, hd⟩ := arch_hasDerivAt hw h1 h2
      refine ((hd.comp r (hasDerivAt_inv hr0.ne')).const_mul (-(1 / L))).congr_deriv ?_
      simp only [radialMomentum]
      rw [(radialKinetic_eq hZ hL hn0 hr0 he).2, Real.sqrt_mul (sq_nonneg _),
        Real.sqrt_sq hL.le]
      generalize √((Z / L ^ 2 * ecc n L) ^ 2 - (r⁻¹ - Z / L ^ 2) ^ 2) = s at hs ⊢
      field_simp)
    (fun r hr => one_div_nonneg.2
      (mul_nonneg (pow_nonneg (hi.trans hr.1).le 3) (Real.sqrt_nonneg _)))
  refine ⟨h.1, h.2.trans ?_⟩
  rw [hii, hoi, hR, hl]
  field_simp
  ring
```

## Scaling with the inner and outer charge

Inserting both values into the quotient,

$$\zeta=\frac{\alpha^2}{2}\,\frac{Z_i\cdot\pi Z_i/L^3}{\pi n^3/Z_a^2}=\frac{\alpha^2}{2}\,\frac{Z_i^2Z_a^2}{n^3L^3}.$$

The hypotheses are positive charges, $L>0$, $L<n$ and $L<\nu$. When $n$ contains a quantum defect, $L<n$ is a real restriction: for a p electron with $L=\tfrac32$ it requires the binding energy $Z_a^2/(2n^2)$ to be below $2Z_a^2/9$ hartree. A more tightly bound p electron has no classical orbit in the outer field, and the theorem does not cover it. The value of $\nu$ has disappeared because the inner integral does not depend on it. The factor $L^3$ is semiclassical: for a hydrogenic orbital with $l\ge1$, quantum mechanics gives $l(l+\tfrac12)(l+1)$ instead, which equals $L^3-L/4$ when $L=l+\tfrac12$.

```lean
/-- Landé scaling: the semiclassical spin-orbit constant equals
`(α² / 2) Zi² Za² / (n³ L³)` for every inner effective quantum number `ν > L`. -/
theorem lande_scaling {α Zi ν Za n L : ℝ} (hZi : 0 < Zi) (hZa : 0 < Za) (hL : 0 < L)
    (hν : L < ν) (hn : L < n) :
    spinOrbitConstant α Zi ν Za n L
      = α ^ 2 / 2 * (Zi ^ 2 * Za ^ 2 / (n ^ 3 * L ^ 3)) := by
  have hn0 : 0 < n := hL.trans hn
  have hpi := Real.pi_pos
  unfold spinOrbitConstant
  rw [(integral_inv_cube_momentum hZi hL hν).2, (integral_inv_momentum hZa hL hn).2]
  field_simp
```

If the two potentials are exactly $-Z_i/r$ and $-Z_a/r$, with no added constant, equal energy in both fields means $Z_i^2/\nu^2=Z_a^2/n^2$, or $\nu=nZ_i/Z_a$. Then

$$k_i^2-k_a^2=\frac{2(Z_i-Z_a)}{r},$$

so only the Coulomb attraction changes. If $Z_a\le Z_i$, as for a screened nucleus, then $\nu\ge n>L$ and the scaling applies.

```lean
/-- For `Za ≤ Zi` and `ν = n Zi / Za` the squared momenta of the inner and outer regions differ only
by the change `2 (Zi - Za) / r` of the Coulomb term, and the Landé scaling holds. -/
theorem lande_scaling_energy_matched {α Zi Za n L : ℝ} (hZa : 0 < Za) (hZ : Za ≤ Zi)
    (hL : 0 < L) (hn : L < n) :
    (∀ r, radialKinetic Zi (n * Zi / Za) L r - radialKinetic Za n L r
      = 2 * (Zi - Za) / r) ∧
    spinOrbitConstant α Zi (n * Zi / Za) Za n L
      = α ^ 2 / 2 * (Zi ^ 2 * Za ^ 2 / (n ^ 3 * L ^ 3)) := by
  have hn0 : 0 < n := hL.trans hn
  have hZi : 0 < Zi := hZa.trans_le hZ
  constructor
  · intro r
    have h : Zi ^ 2 / (n * Zi / Za) ^ 2 = Za ^ 2 / n ^ 2 := by field_simp
    unfold radialKinetic
    rw [neg_div, neg_div, h]
    ring
  · refine lande_scaling hZi hZa hL ?_ hn
    rw [lt_div_iff₀ hZa]
    nlinarith [mul_pos (sub_pos.2 hn) hZa, mul_nonneg hn0.le (sub_nonneg.2 hZ)]

end

end LandeSpinOrbitScaling
```

```lean
#print axioms LandeSpinOrbitScaling.classically_allowed_iff
-- 'LandeSpinOrbitScaling.classically_allowed_iff' depends on axioms: [propext, Classical.choice, Quot.sound]
#print axioms LandeSpinOrbitScaling.lande_scaling
-- 'LandeSpinOrbitScaling.lande_scaling' depends on axioms: [propext, Classical.choice, Quot.sound]
#print axioms LandeSpinOrbitScaling.lande_scaling_energy_matched
-- 'LandeSpinOrbitScaling.lande_scaling_energy_matched' depends on axioms: [propext, Classical.choice, Quot.sound]
```

For heavy-element trends, this one-electron, two-charge semiclassical model makes the valence spin–orbit constant grow as $Z_i^2$ at fixed $Z_a$, $n$ and $L$. Electron interaction enters only through the two effective charges and any quantum defect contained in $n$.

A different model would switch the charge at a core radius $R$, integrate the coupling only up to $R$, and normalise with the inner momentum below $R$ and the outer one above it. The arcsine and square-root terms at $R$ would then generally survive, and $\zeta$ would depend on $R$. The pure power law would become an approximation. It is good when nearly all of the complete-orbit coupling integral comes from $r<R$ and the parts of $\int dr/k_i$ and $\int dr/k_a$ below $R$ are both small compared with $\pi n^3/Z_a^2$.
